# Charge and spin responses of an unpolarised electron gas with given local-field factors

To compute the density response or the spin susceptibility of an unpolarised electron gas at a given wavevector and frequency, one inserts the reference response, the Coulomb interaction and a local-field factor into a scalar fraction. No coupled equations for the two spins are solved at that point. The step is justified if the coupled equations separate into a charge channel and a spin channel and if neither denominator vanishes.

## Two coupled spins and their two channels

Label the spins by \(s,t\in\{0,1\}\). A weak external potential \(\phi_s\), counted as a potential energy, acts on spin \(s\). The induced density \(n_s\) is the deviation of the density of spin \(s\) from its uniform equilibrium value; it depends on both potentials. All quantities are complex amplitudes at one wavevector and one frequency. Let \(X\) be the reference response of both spins together, usually that of non-interacting electrons and written \(\chi_0\), so that each spin contributes \(X/2\), and let \(v\) be the Fourier component of the Coulomb interaction at this wavevector. The self-consistent equations are

\[
n_s=\frac X2\Big(\phi_s+\sum_t v\,(1-G_{st})\,n_t\Big),
\]

where \(G_{st}=A\) for equal and \(G_{st}=B\) for opposite spins. The local-field factors stand for exchange and correlation, which change the potential that an electron feels from the induced densities. Put

\[
P=\frac{A+B}2,\qquad M=\frac{A-B}2 ,
\]

which many texts call \(G_+\) and \(G_-\), and

\[
D_c=1-v(1-P)X,\qquad D_s=1+vMX .
\]

The claim is that, for \(D_c\neq0\) and \(D_s\neq0\), there is exactly one solution for every choice of potentials, and it satisfies

\[
n_0+n_1=\frac X{D_c}\,\frac{\phi_0+\phi_1}2,\qquad
n_0-n_1=\frac X{D_s}\,\frac{\phi_0-\phi_1}2 .
\]

To derive this, write out the two equations:

\[
\begin{aligned}
n_0&=\tfrac X2\big(\phi_0+v(1-A)n_0+v(1-B)n_1\big),\\
n_1&=\tfrac X2\big(\phi_1+v(1-B)n_0+v(1-A)n_1\big).
\end{aligned}
\]

In their sum, both densities carry the coefficient \(v(2-A-B)=2v(1-P)\). In their difference, \(n_0\) carries \(v(B-A)=-2vM\) and \(n_1\) carries the opposite. Hence

\[
\begin{aligned}
n_0+n_1&=X\,\tfrac{\phi_0+\phi_1}2+v(1-P)X\,(n_0+n_1),\\
n_0-n_1&=X\,\tfrac{\phi_0-\phi_1}2-vMX\,(n_0-n_1).
\end{aligned}
\]

Collecting the densities on the left gives

\[
D_c\,(n_0+n_1)=X\,\tfrac{\phi_0+\phi_1}2,\qquad
D_s\,(n_0-n_1)=X\,\tfrac{\phi_0-\phi_1}2 .
\]

Half the sum and half the difference of these two equations return the original pair, so nothing has been lost. Division by the nonzero denominators gives the stated formulas. With \(\chi_c=X/D_c\) and \(\chi_s=X/D_s\), the individual densities follow:

\[
n_0=\frac{\chi_c+\chi_s}4\,\phi_0+\frac{\chi_c-\chi_s}4\,\phi_1,\qquad
n_1=\frac{\chi_c-\chi_s}4\,\phi_0+\frac{\chi_c+\chi_s}4\,\phi_1 .
\]

These expressions solve the equations, and no other densities do.

## One set of numbers

Take \(X=-1\), \(v=2\), \(A=3/4\) and \(B=1/4\) in arbitrary consistent units. Then \(P=1/2\) and \(M=1/4\), so \(D_c=2\) and \(D_s=1/2\), and the responses are \(\chi_c=-1/2\) and \(\chi_s=-2\). Relative to \(X\), the charge response is screened and the spin response is enhanced.

Let the potential act on spin 0 only, with \(\phi_0=1\) and \(\phi_1=0\). The total density is \(-1/4\) and the difference is \(-1\), hence \(n_0=-5/8\) and \(n_1=3/8\). The first original equation confirms this:

\[
-\tfrac12\Big(1+2\cdot\tfrac14\cdot\big(-\tfrac58\big)+2\cdot\tfrac34\cdot\tfrac38\Big)=-\tfrac12\cdot\tfrac54=-\tfrac58 .
\]

## The self-consistent equations in Lean

```lean
import Mathlib

open Finset

namespace SpinLocalField

noncomputable section
```

The two spins are the elements of `Fin 2`, and the local-field factor is a function of two of them.

```lean
/-- The local-field factor between spins `s` and `t`: `A` for equal spins and `B` for
opposite spins. -/
def localField (A B : ℂ) (s t : Fin 2) : ℂ := if s = t then A else B
```

The predicate `IsResponse X v A B φ n` says that the densities `n` solve the coupled equations for the potentials `φ`. Both are functions `Fin 2 → ℂ`, and the parameters are arbitrary complex numbers, so static and frequency-dependent responses are treated alike. The common prefactor `X / 2` encodes the unpolarised reference state.

```lean
/-- The spin densities `n` answer the external potentials `φ` self-consistently: each spin responds
with `X / 2` to its external potential plus the induced potential. The latter is the sum over both
spins of the density times the interaction `v` reduced by the local-field factor. -/
def IsResponse (X v A B : ℂ) (φ n : Fin 2 → ℂ) : Prop :=
  ∀ s, n s = X / 2 * (φ s + ∑ t, v * (1 - localField A B s t) * n t)
```

What the hypotheses leave open is the identification with a real gas: that its induced densities obey these equations with the supplied values of \(X\), \(v\), \(A\) and \(B\) at the wavevector and frequency in question. The local-field factors are inputs here and are not computed from the interacting system.

The denominators \(D_c\) and \(D_s\) are named next.

```lean
/-- The charge denominator `1 - v (1 - P) X`, with `P = (A + B) / 2`. -/
def chargeDen (X v A B : ℂ) : ℂ := 1 - v * (1 - (A + B) / 2) * X

/-- The spin denominator `1 + v M X`, with `M = (A - B) / 2`. -/
def spinDen (X v A B : ℂ) : ℂ := 1 + v * ((A - B) / 2) * X
```

The corresponding responses are \(\chi_c\) and \(\chi_s\). "Charge" refers to the total number density, without a factor of the electron charge, and "spin" to the difference \(n_0-n_1\), without a magnetic moment. The normalisation is such that equal potentials \(\phi_0=\phi_1=\phi\) give \(n_0+n_1=\chi_c\phi\), and opposite potentials \(\phi_0=-\phi_1=\phi\) give \(n_0-n_1=\chi_s\phi\).

```lean
/-- The charge response `X / (1 - v (1 - P) X)`, meant for a nonzero charge denominator. -/
def chargeResponse (X v A B : ℂ) : ℂ := X / chargeDen X v A B

/-- The spin response `X / (1 + v M X)`, meant for a nonzero spin denominator. -/
def spinResponse (X v A B : ℂ) : ℂ := X / spinDen X v A B
```

Lean evaluates a quotient with denominator zero as zero, which has no physical meaning here; the theorems about these responses therefore assume nonzero denominators.

The response matrix has \((\chi_c+\chi_s)/4\) on the diagonal and \((\chi_c-\chi_s)/4\) off it.

```lean
/-- The response of spin `s` to a potential acting on spin `t`, meant for nonzero charge and
spin denominators: a quarter of the sum (equal spins) or difference (opposite spins) of the
charge and spin responses. -/
def pairResponse (X v A B : ℂ) (s t : Fin 2) : ℂ :=
  (chargeResponse X v A B + if s = t then spinResponse X v A B else -spinResponse X v A B) / 4
```

## Separating the channels

The first theorem is the sum-and-difference step, stated as an equivalence and without any condition on the denominators.

```lean
variable {X v A B : ℂ} {φ n : Fin 2 → ℂ}

/-- The coupled equations for the two spins are equivalent to two separate equations, one for
the total density and one for the spin density. -/
theorem isResponse_iff_channels :
    IsResponse X v A B φ n ↔
      chargeDen X v A B * (n 0 + n 1) = X * ((φ 0 + φ 1) / 2) ∧
      spinDen X v A B * (n 0 - n 1) = X * ((φ 0 - φ 1) / 2) := by
  -- write out the two spin equations
  have e : IsResponse X v A B φ n ↔
      n 0 = X / 2 * (φ 0 + (v * (1 - A) * n 0 + v * (1 - B) * n 1)) ∧
      n 1 = X / 2 * (φ 1 + (v * (1 - B) * n 0 + v * (1 - A) * n 1)) := by
    simp [IsResponse, localField, Fin.forall_fin_two, Fin.sum_univ_two]
  rw [e, chargeDen, spinDen]
  -- their sum and difference are the charge and spin equations
  constructor
  · rintro ⟨h0, h1⟩
    exact ⟨by linear_combination h0 + h1, by linear_combination h0 - h1⟩
  · rintro ⟨hc, hs⟩
    exact ⟨by linear_combination (hc + hs) / 2, by linear_combination (hc - hs) / 2⟩
```

The auxiliary statement `e` expands the sum over spins into the two explicit equations. In the forward direction, `linear_combination h0 + h1` adds them and `linear_combination h0 - h1` subtracts them, leaving a polynomial identity to be checked. The reverse direction takes half the sum and half the difference of the channel equations.

With nonzero denominators, each channel equation can be divided through. The lemma `eq_div_iff` performs that division as an equivalence.

```lean
/-- For nonzero denominators, the self-consistent equations say that the total density is the
charge response times the mean potential, and the spin density is the spin response times half
the potential difference. -/
theorem isResponse_iff_responses (hc : chargeDen X v A B ≠ 0) (hs : spinDen X v A B ≠ 0) :
    IsResponse X v A B φ n ↔
      n 0 + n 1 = chargeResponse X v A B * ((φ 0 + φ 1) / 2) ∧
      n 0 - n 1 = spinResponse X v A B * ((φ 0 - φ 1) / 2) := by
  rw [isResponse_iff_channels, chargeResponse, spinResponse, div_mul_eq_mul_div,
    div_mul_eq_mul_div, eq_div_iff hc, eq_div_iff hs, mul_comm (chargeDen X v A B),
    mul_comm (spinDen X v A B)]
```

Recombining the channels gives the densities of the individual spins. The four statements `p00` to `p10` evaluate the matrix entries, and the remaining steps are again half-sums and half-differences in one direction, sums and differences in the other.

```lean
/-- For nonzero denominators, the self-consistent equations are solved by the spin-resolved
response matrix acting on the external potentials, and by nothing else. -/
theorem isResponse_iff_pairResponse (hc : chargeDen X v A B ≠ 0) (hs : spinDen X v A B ≠ 0) :
    IsResponse X v A B φ n ↔ ∀ s, n s = ∑ t, pairResponse X v A B s t * φ t := by
  have p00 : pairResponse X v A B 0 0 =
      (chargeResponse X v A B + spinResponse X v A B) / 4 := by simp [pairResponse]
  have p11 : pairResponse X v A B 1 1 =
      (chargeResponse X v A B + spinResponse X v A B) / 4 := by simp [pairResponse]
  have p01 : pairResponse X v A B 0 1 =
      (chargeResponse X v A B - spinResponse X v A B) / 4 := by
    simp [pairResponse, sub_eq_add_neg]
  have p10 : pairResponse X v A B 1 0 =
      (chargeResponse X v A B - spinResponse X v A B) / 4 := by
    simp [pairResponse, sub_eq_add_neg]
  rw [isResponse_iff_responses hc hs, Fin.forall_fin_two, Fin.sum_univ_two, Fin.sum_univ_two,
    p00, p01, p10, p11]
  constructor
  · rintro ⟨h, k⟩
    exact ⟨by linear_combination (h + k) / 2, by linear_combination (h - k) / 2⟩
  · rintro ⟨h, k⟩
    exact ⟨by linear_combination h + k, by linear_combination h - k⟩
```

## Existence, uniqueness and the two responses

The main theorem writes the denominators out in full, so that it can be read without the definitions of the denominators and responses. Its first part states that exactly one pair of densities solves the equations for the given potentials. Its second part states that any solution has the total density and the spin density derived above.

```lean
/-- If the charge and spin denominators are nonzero, the self-consistent equations have exactly
one solution, and its total density and spin density are given by the charge response and the
spin response. -/
theorem unique_charge_and_spin_response (φ : Fin 2 → ℂ)
    (hc : 1 - v * (1 - (A + B) / 2) * X ≠ 0) (hs : 1 + v * ((A - B) / 2) * X ≠ 0) :
    (∃! n, IsResponse X v A B φ n) ∧ ∀ n, IsResponse X v A B φ n →
      n 0 + n 1 = X / (1 - v * (1 - (A + B) / 2) * X) * ((φ 0 + φ 1) / 2) ∧
      n 0 - n 1 = X / (1 + v * ((A - B) / 2) * X) * ((φ 0 - φ 1) / 2) :=
  ⟨⟨fun s => ∑ t, pairResponse X v A B s t * φ t,
    (isResponse_iff_pairResponse hc hs).2 fun _ => rfl,
    fun _ hm => funext ((isResponse_iff_pairResponse hc hs).1 hm)⟩,
    fun _ hn => (isResponse_iff_responses hc hs).1 hn⟩
```

The proof supplies the response matrix acting on `φ` as the solution. The equivalence for `pairResponse` shows, read from right to left, that this is a solution and, read from left to right, that every solution agrees with it.

In linear-response density-functional theory, with \(X\) the non-interacting response of the unpolarised uniform gas, the quantities \(-vP\) and \(-vM\) play the part of the exchange-correlation kernels in the two channels; the theorem concerns the resulting pair of linear equations at a single wavevector and frequency.

## Vanishing denominators and undriven densities

The condition on the denominators is also necessary, whichever potentials are applied.

```lean
/-- For any given external potentials, the self-consistent equations have exactly one solution
if and only if both denominators are nonzero. -/
theorem existsUnique_iff (φ : Fin 2 → ℂ) :
    (∃! n, IsResponse X v A B φ n) ↔ chargeDen X v A B ≠ 0 ∧ spinDen X v A B ≠ 0 := by
  constructor
  · rintro ⟨n, hn, hu⟩
    obtain ⟨h1, h2⟩ := isResponse_iff_channels.1 hn
    constructor
    · intro h0
      -- a uniform shift of both densities gives a second solution
      have e1 : chargeDen X v A B * ((n 0 + 1) + (n 1 + 1)) = X * ((φ 0 + φ 1) / 2) := by
        linear_combination h1 + 2 * h0
      have e2 : spinDen X v A B * ((n 0 + 1) - (n 1 + 1)) = X * ((φ 0 - φ 1) / 2) := by
        linear_combination h2
      have key : IsResponse X v A B φ ![n 0 + 1, n 1 + 1] :=
        isResponse_iff_channels.2 ⟨e1, e2⟩
      have h : n 0 + 1 = n 0 := congrFun (hu _ key) 0
      simp at h
    · intro h0
      -- an opposite shift of the two densities gives a second solution
      have e1 : chargeDen X v A B * ((n 0 + 1) + (n 1 - 1)) = X * ((φ 0 + φ 1) / 2) := by
        linear_combination h1
      have e2 : spinDen X v A B * ((n 0 + 1) - (n 1 - 1)) = X * ((φ 0 - φ 1) / 2) := by
        linear_combination h2 + 2 * h0
      have key : IsResponse X v A B φ ![n 0 + 1, n 1 - 1] :=
        isResponse_iff_channels.2 ⟨e1, e2⟩
      have h : n 0 + 1 = n 0 := congrFun (hu _ key) 0
      simp at h
  · rintro ⟨hc, hs⟩
    exact (unique_charge_and_spin_response φ hc hs).1
```

Suppose that there is exactly one solution but \(D_c=0\). Adding 1 to both densities changes the left side of the charge equation by \(2D_c=0\) and leaves the spin equation alone, so a second solution appears, which is a contradiction. If instead \(D_s=0\), adding 1 to \(n_0\) and subtracting 1 from \(n_1\) has the same effect in the spin channel. In the code, the shifted densities are shown to be solutions in `key`, and uniqueness then forces `n 0 + 1 = n 0`.

Such shifts are densities that persist without any external potential.

```lean
/-- Without external potentials, the densities `(1, 1)` solve the self-consistent equations exactly
when the charge denominator vanishes, and the densities `(1, -1)` exactly when the spin denominator
vanishes. -/
theorem self_sustained_iff :
    (IsResponse X v A B 0 ![1, 1] ↔ chargeDen X v A B = 0) ∧
    (IsResponse X v A B 0 ![1, -1] ↔ spinDen X v A B = 0) := by
  rw [isResponse_iff_channels, isResponse_iff_channels]
  norm_num
```

For zero potentials and densities \((1,1)\), the spin equation reads \(0=0\) and the charge equation reads \(2D_c=0\). For \((1,-1)\) the roles are exchanged. After the rewriting into channels, `norm_num` settles both cases. Physically, a zero of \(D_c\) as a function of frequency signals a collective density oscillation such as the plasmon, and a zero of the static \(D_s\) signals an instability towards a spin-density wave with the given wavevector, or towards uniform spin polarisation in the long-wavelength limit; this reading is an interpretation added to the algebra.

## Dyson equations and the random-phase limit

Multiplying \(\chi_c=X/D_c\) by its denominator and moving the interaction term to the right gives the first of the following equations, and the spin channel gives the second:

\[
\chi_c=X+X\,v(1-P)\,\chi_c,\qquad \chi_s=X+X\,(-vM)\,\chi_s .
\]

The bare interaction enters only the charge kernel on its own; in the spin channel it appears only multiplied by \(M\).

```lean
/-- For nonzero denominators, the charge and spin responses obey Dyson equations with the
kernels `v (1 - P)` and `-v M`. -/
theorem dyson_equations (hc : chargeDen X v A B ≠ 0) (hs : spinDen X v A B ≠ 0) :
    chargeResponse X v A B = X + X * (v * (1 - (A + B) / 2)) * chargeResponse X v A B ∧
    spinResponse X v A B = X + X * (-(v * ((A - B) / 2))) * spinResponse X v A B := by
  have h : chargeResponse X v A B * chargeDen X v A B = X := div_mul_cancel₀ X hc
  have k : spinResponse X v A B * spinDen X v A B = X := div_mul_cancel₀ X hs
  rw [chargeDen] at h
  rw [spinDen] at k
  exact ⟨by linear_combination h, by linear_combination k⟩
```

The statements `h` and `k` are the products of response and denominator, and the two uses of `linear_combination` rearrange them.

Setting \(A=B=0\) removes the local-field corrections and, with \(X\) the non-interacting response, gives the random-phase approximation. Then \(D_c=1-vX\) and \(D_s=1\), so the interaction changes the response of the total density, while the spin density keeps the reference response \(X\). Only \(1-vX\neq0\) has to be assumed.

```lean
/-- Random-phase approximation: without local-field factors and for `1 - v X` nonzero, the
charge response is `X / (1 - v X)` and the spin response is `X`. -/
theorem random_phase_approximation (h : 1 - v * X ≠ 0) (hn : IsResponse X v 0 0 φ n) :
    n 0 + n 1 = X / (1 - v * X) * ((φ 0 + φ 1) / 2) ∧
    n 0 - n 1 = X * ((φ 0 - φ 1) / 2) := by
  obtain ⟨hc, hs⟩ := isResponse_iff_channels.1 hn
  rw [chargeDen] at hc
  rw [spinDen] at hs
  constructor
  · rw [div_mul_eq_mul_div, eq_div_iff h]
    linear_combination hc
  · linear_combination hs

end

end SpinLocalField
```

The proof starts from the channel equations with both factors set to zero. The charge equation is divided by \(1-vX\), and the spin equation already has the required form.

```lean
#print axioms SpinLocalField.unique_charge_and_spin_response
#print axioms SpinLocalField.existsUnique_iff
#print axioms SpinLocalField.dyson_equations
#print axioms SpinLocalField.random_phase_approximation
```

```
'SpinLocalField.unique_charge_and_spin_response' depends on axioms: [propext, Classical.choice, Quot.sound]
'SpinLocalField.existsUnique_iff' depends on axioms: [propext, Classical.choice, Quot.sound]
'SpinLocalField.dyson_equations' depends on axioms: [propext, Classical.choice, Quot.sound]
'SpinLocalField.random_phase_approximation' depends on axioms: [propext, Classical.choice, Quot.sound]
```
